# On a ring of 2r sites, subtracting r-site windows from (r+1)-site windows counts antipodal pairs twice

Q: What are the sites, the fragments and their energies here?

A: The sites are the integers modulo $N$, `ZMod N` in Lean, so site $N-1$ is followed by site $0$. Each site $i$ has a real one-body energy $h_i$, and each pair of distinct sites has a real pair energy $v_{ij}=v_{ji}$. A fragment is a finite set $S$ of sites, with energy
$$E(S)=\sum_{i\in S}h_i+\tfrac12\sum_{i,j\in S,\ i\ne j}v_{ij}.$$

```lean
import Mathlib

open Finset

namespace RingOverlappingFragments

noncomputable section

variable {N : ℕ}

/-- Energy of a fragment `S` of the ring: one-body energies plus the pair energies of
distinct sites, where the factor one half compensates for summing over ordered pairs. -/
def energy (h : ZMod N → ℝ) (v : ZMod N → ZMod N → ℝ) (S : Finset (ZMod N)) : ℝ :=
  ∑ i ∈ S, h i + (∑ i ∈ S, ∑ j ∈ S, if i = j then 0 else v i j) / 2
```

The window of length $L$ at $a$ is the set $\{a,a+1,\dots,a+L-1\}$.

```lean
/-- The cyclic window of the `L` consecutive sites `a, a + 1, …, a + L - 1`. -/
def window (L : ℕ) (a : ZMod N) : Finset (ZMod N) :=
  (range L).image (fun k : ℕ => a + (k : ZMod N))
```

$W_L$, in Lean `windowSum h v L`, adds the energies of the windows at all $N$ starting sites. On a ring of two sites, both two-site windows are the same set, and it is counted twice.

```lean
/-- Sum of the energies of all cyclic windows of `L` sites, one for each starting site. -/
def windowSum [NeZero N] (h : ZMod N → ℝ) (v : ZMod N → ZMod N → ℝ) (L : ℕ) : ℝ :=
  ∑ a : ZMod N, energy h v (window L a)
```

The shell energy $S_d=\sum_a v_{a,a+d}$ collects the couplings at separation $d$.

```lean
/-- Shell energy: the coupling of each site to the site `d` steps ahead, summed over the ring. -/
def shell [NeZero N] (v : ZMod N → ZMod N → ℝ) (d : ℕ) : ℝ :=
  ∑ a : ZMod N, v a (a + (d : ZMod N))
```

Q: On a ring of at least $r+2$ sites, neighbouring windows of $r+1$ sites overlap in $r$ sites, so $W_{r+1}-W_r$ looks like sensible bookkeeping. Where does it fail?

A: Adding a site $a$ to a fragment $S$ that lacks it raises the energy by $h_a+\sum_{j\in S}v_{aj}$. The window of $m+1$ sites at $a$ is $a$ joined to the window of $m$ sites at $a+1$. Summing over $a$ and relabelling the starting sites gives, for $m+1\le N$,
$$W_{m+1}-W_m=\sum_a h_a+\sum_{d=1}^{m}S_d.$$

The exact energy is that of the whole ring,
$$E=\sum_a h_a+\tfrac12\sum_{d=1}^{N-1}S_d.$$
Separations $d$ and $N-d$ describe the same pairs, so $S_d=S_{N-d}$. For $N=2r$ every shell below $r$ has a partner above $r$, but $S_r$ is its own partner:
$$E=\sum_a h_a+\sum_{d=1}^{r-1}S_d+\tfrac12S_r.$$
Setting $m=r$ in the window formula gives $S_r$ full weight, so
$$W_{r+1}-W_r-E=\tfrac12S_r=\sum_{k=0}^{r-1}v_{k,k+r}.$$
The last step holds because $S_r$ meets each antipodal pair from both ends.

Q: Show me numbers.

A: Take $N=4$, $r=2$, all $h_i=1$, and $v_{01}=1$, $v_{12}=2$, $v_{23}=3$, $v_{30}=4$, $v_{02}=5$, $v_{13}=6$. The exact energy is $4+21=25$. Each site lies in three of the three-site windows and each pair in two, so $W_3=12+42=54$. The two-site windows contain only neighbours, so $W_2=8+10=18$. The difference is $36$, and the excess is $11=v_{02}+v_{13}$.

Q: How does Lean know that a window does not run into itself?

A: The first lemma is the decomposition into a first site and a shorter window.

```lean
/-- A window of `m + 1` sites is its first site together with the window of the next `m` sites. -/
theorem window_succ (m : ℕ) (a : ZMod N) :
    window (m + 1) a = insert a (window m (a + 1)) := by
  ext x
  simp only [window, mem_image, mem_range, mem_insert]
  constructor
  · rintro ⟨k, hk, rfl⟩
    cases k with
    | zero => left; simp
    | succ k => right; exact ⟨k, by omega, by push_cast; ring⟩
  · rintro (rfl | ⟨k, hk, rfl⟩)
    · exact ⟨0, by omega, by simp⟩
    · exact ⟨k + 1, by omega, by push_cast; ring⟩
```

The next one turns a sum over a window into a sum over steps $k=0,\dots,L-1$. Its hypothesis `L ≤ N` makes the steps land on different sites.

```lean
/-- A window of at most `N` sites visits each of its sites once, so a sum over the window is a
sum over steps from its first site. -/
theorem sum_window {L : ℕ} (hL : L ≤ N) (a : ZMod N) (f : ZMod N → ℝ) :
    ∑ j ∈ window L a, f j = ∑ k ∈ range L, f (a + (k : ZMod N)) := by
  unfold window
  refine Finset.sum_image ?_
  intro k hk l hl hkl
  have hk' : k < L := by simpa using hk
  have hl' : l < L := by simpa using hl
  have e : (k : ZMod N) = (l : ZMod N) := add_left_cancel hkl
  rw [ZMod.natCast_eq_natCast_iff', Nat.mod_eq_of_lt (show k < N by omega),
    Nat.mod_eq_of_lt (show l < N by omega)] at e
  exact e
```

A window of $N$ sites is the whole ring, and the first site is absent from the next $m$ sites when $m+1\le N$.

```lean
private theorem window_full [NeZero N] (a : ZMod N) : window N a = univ := by
  ext x
  simp only [window, mem_image, mem_range, mem_univ, iff_true]
  exact ⟨(x - a).val, ZMod.val_lt _, by rw [ZMod.natCast_zmod_val]; ring⟩

private theorem first_notMem {m : ℕ} (hm : m + 1 ≤ N) (a : ZMod N) :
    a ∉ window m (a + 1) := by
  simp only [window, mem_image, mem_range]
  rintro ⟨k, hk, e⟩
  have e' : ((k + 1 : ℕ) : ZMod N) = 0 := by
    push_cast
    linear_combination e
  have := Nat.le_of_dvd (by omega) ((CharP.cast_eq_zero_iff (ZMod N) N (k + 1)).mp e')
  omega
```

The sum over those next sites then runs over separations $k+1$ with $k$ from $0$ to $m-1$, which is why the code writes `shell v (k + 1)` for my $S_d$.

```lean
private theorem sum_next {m : ℕ} (hm : m + 1 ≤ N) (a : ZMod N) (f : ZMod N → ℝ) :
    ∑ j ∈ window m (a + 1), f j = ∑ k ∈ range m, f (a + ((k + 1 : ℕ) : ZMod N)) := by
  rw [sum_window (by omega)]
  refine Finset.sum_congr rfl fun k _ => ?_
  congr 1
  push_cast
  ring
```

Q: And the energy argument itself?

A: It follows the same order. `energy_insert` is the cost of adding one site; symmetry merges the two ordered copies of each new coupling and cancels the factor one half.

```lean
/-- Adding a site `a` to a fragment adds its one-body energy and its couplings to the fragment. -/
theorem energy_insert (h : ZMod N → ℝ) {v : ZMod N → ZMod N → ℝ}
    (hv : ∀ i j, v i j = v j i) {S : Finset (ZMod N)} {a : ZMod N} (ha : a ∉ S) :
    energy h v (insert a S) = energy h v S + h a + ∑ j ∈ S, v a j := by
  have e1 : ∑ j ∈ S, (if a = j then 0 else v a j) = ∑ j ∈ S, v a j :=
    Finset.sum_congr rfl fun j hj => if_neg (fun e : a = j => ha (by rw [e]; exact hj))
  have e2 : ∑ i ∈ S, (if i = a then 0 else v i a) = ∑ j ∈ S, v a j :=
    Finset.sum_congr rfl fun j hj => by
      rw [if_neg (fun e : j = a => ha (by rw [← e]; exact hj)), hv j a]
  unfold energy
  simp only [Finset.sum_insert ha, Finset.sum_add_distrib, if_true]
  rw [e1, e2]
  ring
```

In `windowSum_sub`, `shift` relabels the starting sites, `step` applies the insertion formula at each site, and exchanging the two sums produces the shells.

```lean
/-- On a ring of at least `m + 1` sites, with symmetric pair energies, windows of `m + 1` sites
minus windows of `m` sites give all one-body energies plus the shell energies at separations `1, …,
m`. -/
theorem windowSum_sub [NeZero N] (h : ZMod N → ℝ) {v : ZMod N → ZMod N → ℝ}
    (hv : ∀ i j, v i j = v j i) {m : ℕ} (hm : m + 1 ≤ N) :
    windowSum h v (m + 1) - windowSum h v m
      = ∑ a, h a + ∑ k ∈ range m, shell v (k + 1) := by
  -- relabel the starting sites of the shorter windows
  have shift : ∑ a : ZMod N, energy h v (window m (a + 1)) = windowSum h v m :=
    Equiv.sum_comp (Equiv.addRight (1 : ZMod N)) (fun a => energy h v (window m a))
  have step : ∀ a : ZMod N, energy h v (window (m + 1) a)
      = energy h v (window m (a + 1)) + h a
        + ∑ k ∈ range m, v a (a + ((k + 1 : ℕ) : ZMod N)) := fun a => by
    rw [window_succ, energy_insert h hv (first_notMem hm a), sum_next hm]
  have total : windowSum h v (m + 1) = windowSum h v m + ∑ a, h a
      + ∑ k ∈ range m, shell v (k + 1) := by
    unfold shell
    rw [Finset.sum_comm, ← shift, ← Finset.sum_add_distrib, ← Finset.sum_add_distrib]
    exact Finset.sum_congr rfl fun a _ => step a
  rw [total]
  ring
```

The reflection $S_d=S_{N-d}$ comes from moving the summation site by $d$ and using symmetry.

```lean
/-- Separations `d` and `N - d` describe the same pairs and have equal shell energies. -/
theorem shell_reflect [NeZero N] {v : ZMod N → ZMod N → ℝ}
    (hv : ∀ i j, v i j = v j i) {d e : ℕ} (hde : d + e = N) : shell v d = shell v e := by
  have hz : (d : ZMod N) + (e : ZMod N) = 0 := by
    rw [← Nat.cast_add, hde, ZMod.natCast_self]
  unfold shell
  rw [← Equiv.sum_comp (Equiv.addRight (d : ZMod N)) (fun a => v a (a + (e : ZMod N)))]
  refine Finset.sum_congr rfl fun a _ => ?_
  change v a (a + (d : ZMod N)) = v (a + (d : ZMod N)) (a + (d : ZMod N) + (e : ZMod N))
  rw [add_assoc a, hz, add_zero, hv]
```

`energy_univ` splits the $N-1$ separations into the first $p$ and the remaining $q$, then reflects the latter onto $1,\dots,q$.

```lean
/-- The exact ring energy through shells: for `p + q + 1 = N`, half the shells up to separation
`p` plus half the shells up to separation `q`, together with the one-body energies. -/
theorem energy_univ [NeZero N] (h : ZMod N → ℝ) {v : ZMod N → ZMod N → ℝ}
    (hv : ∀ i j, v i j = v j i) {p q : ℕ} (hN : p + q + 1 = N) :
    energy h v univ = ∑ a, h a
      + (∑ k ∈ range p, shell v (k + 1) + ∑ k ∈ range q, shell v (k + 1)) / 2 := by
  have key : ∀ a : ZMod N, ∑ j, (if a = j then 0 else v a j)
      = ∑ k ∈ range (p + q), v a (a + ((k + 1 : ℕ) : ZMod N)) := fun a => by
    have ha := first_notMem (le_of_eq hN) a
    have hu : (univ : Finset (ZMod N)) = insert a (window (p + q) (a + 1)) := by
      rw [← window_succ, hN, window_full]
    rw [hu, Finset.sum_insert ha, if_pos rfl, zero_add, ← sum_next (le_of_eq hN)]
    exact Finset.sum_congr rfl fun j hj =>
      if_neg (fun e : a = j => ha (by rw [← e] at hj; exact hj))
  -- the shells beyond `p` are the mirror images of the shells up to `q`
  have far : ∑ k ∈ range q, shell v (p + k + 1) = ∑ k ∈ range q, shell v (k + 1) := by
    rw [← Finset.sum_range_reflect (fun k => shell v (k + 1)) q]
    refine Finset.sum_congr rfl fun k hk => shell_reflect hv ?_
    have := mem_range.mp hk
    omega
  unfold energy
  rw [Finset.sum_congr rfl fun a _ => key a, Finset.sum_comm, ← far]
  congr 2
  exact Finset.sum_range_add (fun k => shell v (k + 1)) p q
```

Q: Now read me the main theorem.

A: For any real $h$, any symmetric $v$ and $N=2r$, the window difference minus `energy h v univ`, the exact energy, equals the sum of $v_{k,k+r}$ over $k=0,\dots,r-1$. `NeZero N` excludes $N=0$, for which `ZMod N` would be the infinite set of all integers, so $r\ge1$. In the proof, `anti` shows that $S_r$ is twice the antipodal sum. Writing $r=s+1$, the code uses $p=s+1$ and $q=s$, which leaves half of $S_r$ as the surplus.

```lean
/-- On a ring of `N = 2r` sites, windows of `r + 1` sites minus windows of `r` sites exceed the
exact energy by the sum of the antipodal pair energies, each pair taken once. -/
theorem even_ring_excess [NeZero N] (h : ZMod N → ℝ) {v : ZMod N → ZMod N → ℝ}
    (hv : ∀ i j, v i j = v j i) {r : ℕ} (hN : N = 2 * r) :
    windowSum h v (r + 1) - windowSum h v r - energy h v univ
      = ∑ k ∈ range r, v (k : ZMod N) ((k : ZMod N) + (r : ZMod N)) := by
  have hpos : N ≠ 0 := NeZero.ne N
  have hz : (r : ZMod N) + (r : ZMod N) = 0 := by
    rw [← Nat.cast_add, show r + r = N by omega, ZMod.natCast_self]
  -- the shell at separation `r` meets every antipodal pair twice
  have anti : shell v r
      = 2 * ∑ k ∈ range r, v (k : ZMod N) ((k : ZMod N) + (r : ZMod N)) := by
    unfold shell
    rw [← window_full (0 : ZMod N), sum_window le_rfl,
      show range N = range (r + r) by congr 1; omega, Finset.sum_range_add, two_mul]
    congr 1
    · exact Finset.sum_congr rfl fun k _ => by rw [zero_add]
    · refine Finset.sum_congr rfl fun k _ => ?_
      have e : (0 : ZMod N) + ((r + k : ℕ) : ZMod N) = (k : ZMod N) + (r : ZMod N) := by
        push_cast
        ring
      rw [e, add_assoc, hz, add_zero, hv]
  obtain ⟨s, rfl⟩ : ∃ s, r = s + 1 := ⟨r - 1, by omega⟩
  rw [windowSum_sub h hv (by omega),
    energy_univ h hv (show (s + 1) + s + 1 = N by omega), Finset.sum_range_succ]
  linarith
```

Q: Is the parity of the ring really responsible?

A: Yes, when $r$ is the largest distance between two sites of the ring, $r=\lfloor N/2\rfloor$. For $N=2r+1$ the choice $p=q=r$ pairs all shells, and the same difference is exact.

```lean
/-- On a ring of `N = 2r + 1` sites, windows of `r + 1` sites minus windows of `r` sites give
the exact energy for arbitrary symmetric pair energies. -/
theorem odd_ring_exact [NeZero N] (h : ZMod N → ℝ) {v : ZMod N → ZMod N → ℝ}
    (hv : ∀ i j, v i j = v j i) {r : ℕ} (hN : N = 2 * r + 1) :
    windowSum h v (r + 1) - windowSum h v r = energy h v univ := by
  rw [windowSum_sub h hv (by omega), energy_univ h hv (show r + r + 1 = N by omega)]
  ring
```

Q: Does the error grow with the ring?

A: That depends on the coupling. If $v_{ij}=g(j-i)$ with $g$ even, all $r$ antipodal terms are equal and the excess is $r\,g(r)$, or $g(r)/2$ per site. It grows in proportion to the ring if the antipodal coupling $g(r)$ stays at, or tends to, a nonzero constant as $r$ increases; a coupling that decays faster than $1/r$ makes the total excess tend to zero for large rings.

```lean
/-- If the pair energy on a ring of `2r` sites is an even function `g` of the displacement, the
excess of the window formula over the exact energy is `r` times `g` at displacement `r`. -/
theorem even_ring_excess_translation_invariant [NeZero N] (h : ZMod N → ℝ) {g : ZMod N → ℝ}
    (hg : ∀ x, g (-x) = g x) {r : ℕ} (hN : N = 2 * r) :
    windowSum h (fun i j => g (j - i)) (r + 1) - windowSum h (fun i j => g (j - i)) r
      - energy h (fun i j => g (j - i)) univ = r * g (r : ZMod N) := by
  rw [even_ring_excess h (fun i j => by rw [← hg (j - i), neg_sub]) hN]
  simp only [add_sub_cancel_left, Finset.sum_const, Finset.card_range, nsmul_eq_mul]

end

end RingOverlappingFragments
```

```lean
#print axioms RingOverlappingFragments.even_ring_excess
#print axioms RingOverlappingFragments.odd_ring_exact
#print axioms RingOverlappingFragments.even_ring_excess_translation_invariant
```

```
'RingOverlappingFragments.even_ring_excess' depends on axioms: [propext, Classical.choice, Quot.sound]
'RingOverlappingFragments.odd_ring_exact' depends on axioms: [propext, Classical.choice, Quot.sound]
'RingOverlappingFragments.even_ring_excess_translation_invariant' depends on axioms: [propext, Classical.choice, Quot.sound]
```

Q: My remaining doubt is that real fragments polarise each other.

A: The model leaves that out. The numbers $h_i$ and $v_{ij}$ are given and are the same in every fragment, with no three-body terms and no relaxation at cut boundaries. For overlapping-fragment schemes in electronic structure, the result therefore isolates a counting error on a finite ring with strictly pairwise energies; it does not estimate the error of a quantum-chemical calculation.

Q: Could the overlaps have been modelled differently?

A: Yes, by full inclusion–exclusion over the $(r+1)$-site windows: subtract the energies of all pairwise intersections, add those of all triple intersections, and so on. On the ring of $2r$ sites every site and every pair lies in at least one window, so each would receive total weight one and the excess would disappear. That variant is a counting argument with no theorem in the code. For $r\ge2$ the price is more terms, including intersections of windows that are not neighbours, which $W_{r+1}-W_r$ ignores.
